# Local energy of \(x(1-x)\) in a unit box: mean 5, variance 5, no finite third moment

In its standard form, a variational Monte Carlo calculation draws configurations from the square of a trial function and averages the local energy over them. Near a zero of the trial function, two effects compete: configurations there are rarely drawn, but the local energy may be very large when they are. Which averages remain finite?

A particle in a one-dimensional box is small enough to answer this exactly. Take units with \(\hbar=m=1\), a box \((0,1)\), the Hamiltonian \(H=-\tfrac12\,d^2/dx^2\), and the trial function \(\psi(x)=x(1-x)\). Its zeros are at the two walls. The local energy is \(E_L(x)=(H\psi)(x)/\psi(x)\), and the average of a function \(f\) is

\[
\langle f\rangle=\frac{\int_0^1\psi^2 f\,dx}{\int_0^1\psi^2\,dx}.
\]

The claim is that \(\langle E_L\rangle=5\), which is above \(\pi^2/2\), that the variance of \(E_L\) is also \(5\), and that \(\psi^2E_L^p\) is integrable for real \(p\) exactly when \(p<3\). The third moment is therefore the first integer moment to diverge.

## Mean and variance from polynomial integrals

Since \(\psi=x-x^2\), we have \(\psi'=1-2x\) and \(\psi''=-2\), so \(H\psi=1\). Inside the box

\[
E_L(x)=\frac{1}{x(1-x)}.
\]

From \(1-4x(1-x)=(2x-1)^2\ge 0\) it follows that \(E_L\ge 4\), with equality at the centre. At the walls the numerator stays at \(1\) while the denominator goes to zero, so \(E_L\) is unbounded.

The norm integral is

\[
\int_0^1\psi^2\,dx=\int_0^1(x^2-2x^3+x^4)\,dx=\frac13-\frac12+\frac15=\frac1{30}.
\]

Inside the box \(\psi E_L=1\), so \(\psi^2E_L=\psi\), and

\[
\int_0^1\psi^2E_L\,dx=\frac12-\frac13=\frac16,\qquad \langle E_L\rangle=\frac{1/6}{1/30}=5.
\]

For the variance, the same identity gives

\[
\psi^2(E_L-5)^2=(1-5\psi)^2=1-10x+35x^2-50x^3+25x^4.
\]

Its integral is \(1-5+\tfrac{35}{3}-\tfrac{25}{2}+5=\tfrac16\), and division by \(\tfrac1{30}\) gives \(5\) again.

The reference energy comes from \(\sin(\pi x)\), which vanishes at the walls and is positive between them. Differentiating twice multiplies it by \(-\pi^2\), so \(H\sin(\pi x)=\tfrac{\pi^2}{2}\sin(\pi x)\). Since \(\pi<3.15\), we have \(\pi^2<10\), and the mean \(5\) lies above \(\pi^2/2\). This is the order expected from the variational principle, with \(\pi^2/2\) as the ground-state energy.

## Where the moments stop converging

For real \(p\), the integrand of the moment of order \(p\) is

\[
\psi^2E_L^p=(x(1-x))^{s},\qquad s=2-p.
\]

Suppose first that \(s>-1\). On \((0,\tfrac12]\) the factor \((1-x)^s\) is at most \(\max(1,2^{-s})\), and

\[
\int_0^{1/2}x^s\,dx=\frac{(1/2)^{s+1}}{s+1}
\]

is finite. The other half of the box follows by the symmetry \(x\mapsto 1-x\).

Now suppose that \(s\le -1\). Because \(0<x(1-x)\le x\) and the exponent is negative, \((x(1-x))^s\ge x^s\). For \(0<\varepsilon<1\), the integral of \(x^s\) from \(\varepsilon\) to \(1\) is \(\ln(1/\varepsilon)\) when \(s=-1\), and \((\varepsilon^{s+1}-1)/(-s-1)\) when \(s<-1\). Both grow without bound as \(\varepsilon\to0\).

The condition \(2-p>-1\) is \(p<3\). The third moment sits exactly on the boundary and diverges logarithmically.

For this single particle and this one trial function, the variance that sets the usual statistical error of the mean energy is finite, whereas a sample skewness of the local energy has no finite value to converge to.

## The box, the local energy and the averages in Lean

```lean
import Mathlib

open MeasureTheory Set

namespace LocalEnergyHeavyTail

noncomputable section
```

The Hamiltonian is the differential expression applied to a real function on the whole line. It is not set up as a self-adjoint operator with a domain; the walls enter through the functions chosen and through the range of integration.

```lean
/-- The kinetic Hamiltonian `-(1/2) d²/dx²`, applied to `f` at the point `x`. -/
def hamiltonian (f : ℝ → ℝ) (x : ℝ) : ℝ := -(1 / 2) * deriv (deriv f) x

/-- The trial function `x (1 - x)`. -/
def trial (x : ℝ) : ℝ := x * (1 - x)
```

The local energy is defined for any function `ψ`, as a pointwise quotient.

```lean
/-- The local energy `(H ψ)(x) / ψ(x)`, meaningful where `ψ(x) ≠ 0`. -/
def localEnergy (ψ : ℝ → ℝ) (x : ℝ) : ℝ := hamiltonian ψ x / ψ x
```

The next two definitions are the average and the variance. `Ioo (0 : ℝ) 1` is the open box, and dividing by the norm integral means that `ψ` need not be normalised. These are exact integrals over the sampling distribution: finite samples, the algorithm that generates them and their correlations are not modelled.

```lean
/-- The average of `f` over the box `(0,1)` with weight `ψ²`, meaningful when `ψ` has finite
non-zero norm and `ψ² f` is integrable there. -/
def vmcMean (ψ f : ℝ → ℝ) : ℝ :=
  (∫ x in Ioo (0 : ℝ) 1, ψ x ^ 2 * f x) / (∫ x in Ioo (0 : ℝ) 1, ψ x ^ 2)

/-- The `ψ²`-weighted variance of the local energy over the box `(0,1)`, meaningful when `ψ` has
finite non-zero norm and the weighted first and second moments of its local energy are integrable
there. -/
def energyVariance (ψ : ℝ → ℝ) : ℝ :=
  vmcMean ψ (fun x => (localEnergy ψ x - vmcMean ψ (localEnergy ψ)) ^ 2)
```

## The reference energy \(\pi^2/2\)

The theorem below ties \(\pi^2/2\) to the same `hamiltonian`. It states that \(\sin(\pi x)\) vanishes at both walls, is positive between them and satisfies the eigenvalue equation at every real \(x\). That no lower energy exists is not part of the statement. Positivity follows from \(0<\pi x<\pi\), and the eigenvalue equation from two applications of the chain rule, `h1` and `h2`.

```lean
/-- The function `sin (π x)` vanishes at the walls, is positive inside the box, and is an
eigenfunction of the Hamiltonian with energy `π²/2`. -/
theorem sine_eigenfunction :
    Real.sin (Real.pi * 0) = 0 ∧ Real.sin (Real.pi * 1) = 0 ∧
    (∀ x ∈ Ioo (0 : ℝ) 1, 0 < Real.sin (Real.pi * x)) ∧
    ∀ x, hamiltonian (fun y => Real.sin (Real.pi * y)) x
      = Real.pi ^ 2 / 2 * Real.sin (Real.pi * x) := by
  refine ⟨by simp, by simp, fun x hx => ?_, fun x => ?_⟩
  · have hpi := Real.pi_pos
    exact Real.sin_pos_of_pos_of_lt_pi (mul_pos hpi hx.1) (by nlinarith [hx.2])
  · have h1 : deriv (fun y => Real.sin (Real.pi * y))
        = fun y => Real.pi * Real.cos (Real.pi * y) := by
      funext y
      have h := ((hasDerivAt_id' y).const_mul Real.pi).sin
      rw [h.deriv]
      ring
    have h2 := (((hasDerivAt_id' x).const_mul Real.pi).cos).const_mul Real.pi
    rw [hamiltonian, h1, h2.deriv]
    ring
```

## The local energy and its lower bound

The proof that \(H\psi=1\) follows the two differentiations: `h1` finds \(\psi'=1-2x\) by the product rule, and `h2` finds the second derivative \(-2\).

```lean
/-- The Hamiltonian maps the trial function to the constant `1`. -/
theorem hamiltonian_trial (x : ℝ) : hamiltonian trial x = 1 := by
  have h1 : deriv trial = fun y => 1 - 2 * y := by
    funext y
    have h : HasDerivAt trial (1 - 2 * y) y :=
      ((hasDerivAt_id' y).fun_mul ((hasDerivAt_id' y).const_sub (1 : ℝ))).congr_deriv (by ring)
    exact h.deriv
  have h2 : HasDerivAt (fun y : ℝ => 1 - 2 * y) (-2) x :=
    (((hasDerivAt_id' x).const_mul (2 : ℝ)).const_sub (1 : ℝ)).congr_deriv (by norm_num)
  rw [hamiltonian, h1, h2.deriv]
  norm_num
```

The hypothesis `hx` places \(x\) inside the box, which makes \(x(1-x)\) positive. The inequality \(4\le 1/(x(1-x))\) can then be multiplied out to \(4x(1-x)\le1\), which follows from the square \((2x-1)^2\).

```lean
/-- Inside the box the local energy of the trial function is `1 / (x (1 - x))`, and it is
at least `4`. -/
theorem localEnergy_trial {x : ℝ} (hx : x ∈ Ioo (0 : ℝ) 1) :
    localEnergy trial x = 1 / (x * (1 - x)) ∧ 4 ≤ localEnergy trial x := by
  have hq : 0 < x * (1 - x) := mul_pos hx.1 (sub_pos.2 hx.2)
  have h : localEnergy trial x = 1 / (x * (1 - x)) := by
    rw [localEnergy, hamiltonian_trial, trial]
  refine ⟨h, ?_⟩
  rw [h, le_div_iff₀ hq]
  nlinarith [sq_nonneg (2 * x - 1)]
```

Without `hx` the bound fails. At \(x=2\) the trial function equals \(-2\) and \(H\psi\) is still \(1\), so the local energy is \(-\tfrac12\), well below \(4\).

## Exact integration

All three integrals needed have integrands that agree with a polynomial of degree at most four inside the box. One lemma handles them together. It replaces `g` by the polynomial, which is allowed because the two agree throughout the open interval, and then applies the fundamental theorem of calculus to the antiderivative in `hF`.

```lean
/-- A function that agrees with a quartic polynomial inside the box has the integral of
that polynomial. -/
theorem integral_quartic (a b c d e : ℝ) {g : ℝ → ℝ}
    (hg : ∀ x ∈ Ioo (0 : ℝ) 1, g x = a + b * x + c * x ^ 2 + d * x ^ 3 + e * x ^ 4) :
    ∫ x in Ioo (0 : ℝ) 1, g x = a + b / 2 + c / 3 + d / 4 + e / 5 := by
  have hF : ∀ x : ℝ, HasDerivAt
      (fun y : ℝ => a * y + b / 2 * y ^ 2 + c / 3 * y ^ 3 + d / 4 * y ^ 4 + e / 5 * y ^ 5)
      (a + b * x + c * x ^ 2 + d * x ^ 3 + e * x ^ 4) x := fun x =>
    ((((((hasDerivAt_id' x).const_mul a).fun_add
      ((hasDerivAt_pow 2 x).const_mul (b / 2))).fun_add
      ((hasDerivAt_pow 3 x).const_mul (c / 3))).fun_add
      ((hasDerivAt_pow 4 x).const_mul (d / 4))).fun_add
      ((hasDerivAt_pow 5 x).const_mul (e / 5))).congr_deriv (by push_cast; ring)
  have hc : Continuous
      (fun x : ℝ => a + b * x + c * x ^ 2 + d * x ^ 3 + e * x ^ 4) := by fun_prop
  rw [setIntegral_congr_fun measurableSet_Ioo hg, ← integral_Ioc_eq_integral_Ioo,
    ← intervalIntegral.integral_of_le zero_le_one,
    intervalIntegral.integral_eq_sub_of_hasDerivAt (fun x _ => hF x)
      (hc.intervalIntegrable _ _)]
  ring
```

In the next proof, `key` is the identity \(\psi E_L=1\). The unnormalised integrals `h0`, `h1` and `h2` have the values \(\tfrac1{30}\), \(\tfrac16\) and \(\tfrac16\) found above, and the numbers passed to `integral_quartic` are the polynomial coefficients in ascending order. The `linear_combination` steps record how `key` is used. For the mean,

\[
\psi^2E_L-\psi=\psi\,(\psi E_L-1),
\]

and for the variance,

\[
\psi^2(E_L-5)^2-(1-5\psi)^2=(\psi E_L+1-10\psi)(\psi E_L-1).
\]

Both right-hand sides vanish inside the box. Division by the norm integral then gives \(5\) in each case.

```lean
/-- The `ψ²`-weighted mean of the local energy is `5` and its variance is `5`. -/
theorem mean_and_variance :
    vmcMean trial (localEnergy trial) = 5 ∧ energyVariance trial = 5 := by
  -- inside the box the trial function times its local energy is one
  have key : ∀ x ∈ Ioo (0 : ℝ) 1, x * (1 - x) * localEnergy trial x = 1 := fun x hx => by
    rw [(localEnergy_trial hx).1]
    exact mul_one_div_cancel (mul_pos hx.1 (sub_pos.2 hx.2)).ne'
  have ht : ∀ x, trial x = x * (1 - x) := fun _ => rfl
  have h0 : ∫ x in Ioo (0 : ℝ) 1, trial x ^ 2 = 1 / 30 := by
    refine (integral_quartic 0 0 1 (-2) 1 fun x _ => ?_).trans (by norm_num)
    rw [ht]
    ring
  have h1 : ∫ x in Ioo (0 : ℝ) 1, trial x ^ 2 * localEnergy trial x = 1 / 6 := by
    refine (integral_quartic 0 1 (-1) 0 0 fun x hx => ?_).trans (by norm_num)
    rw [ht]
    linear_combination (x * (1 - x)) * key x hx
  have h2 : ∫ x in Ioo (0 : ℝ) 1, trial x ^ 2 * (localEnergy trial x - 5) ^ 2 = 1 / 6 := by
    refine (integral_quartic 1 (-10) 35 (-50) 25 fun x hx => ?_).trans (by norm_num)
    rw [ht]
    linear_combination
      (x * (1 - x) * localEnergy trial x + 1 - 10 * (x * (1 - x))) * key x hx
  have hm : vmcMean trial (localEnergy trial) = 5 := by
    rw [vmcMean, h1, h0]
    norm_num
  refine ⟨hm, ?_⟩
  rw [energyVariance, hm]
  simp only [vmcMean, h2, h0]
  norm_num
```

## The exponent at which integrability is lost

`IntegrableOn` means that the function is measurable in the appropriate sense and that its absolute value has a finite integral over the set. The following theorem settles this for every real power `s` of \(x(1-x)\).

In the first direction, integrability is assumed together with \(s\le-1\). The comparison \(x^s\le(x(1-x))^s\) would then make \(x^s\) integrable on the box, contrary to Mathlib's criterion for pure powers. In the other direction, the formal proof uses the convergence of the Beta integral in place of the two half-box estimates. Mathlib states that result for complex exponents, so the proof takes both exponents real and passes to the norm of the integrand, which is \((x(1-x))^s\).

```lean
/-- A real power `s` of `x (1 - x)` is integrable over the box exactly when `s > -1`. -/
theorem integrableOn_rpow_iff (s : ℝ) :
    IntegrableOn (fun x : ℝ => (x * (1 - x)) ^ s) (Ioo 0 1) ↔ -1 < s := by
  constructor
  · intro h
    by_contra hs
    -- for s ≤ -1 the integrand dominates the divergent power x ^ s
    refine hs ((intervalIntegral.integrableOn_Ioo_rpow_iff (zero_lt_one' ℝ)).1 ?_)
    refine Integrable.mono' h (by fun_prop)
      (ae_restrict_of_forall_mem measurableSet_Ioo fun x hx => ?_)
    rw [Real.norm_of_nonneg (Real.rpow_nonneg hx.1.le s)]
    exact Real.rpow_le_rpow_of_nonpos (mul_pos hx.1 (sub_pos.2 hx.2))
      (by nlinarith [hx.1]) (by linarith)
  · intro hs
    -- for s > -1 this is a convergent Beta integral
    have hre : 0 < (((s + 1 : ℝ) : ℂ)).re := by
      rw [Complex.ofReal_re]
      linarith
    have h := (Complex.betaIntegral_convergent hre hre).1.mono_set Ioo_subset_Ioc_self
    refine IntegrableOn.congr_fun (Integrable.norm h) (fun x hx => ?_) measurableSet_Ioo
    change ‖(x : ℂ) ^ (((s + 1 : ℝ) : ℂ) - 1) * (1 - (x : ℂ)) ^ (((s + 1 : ℝ) : ℂ) - 1)‖
      = (x * (1 - x)) ^ s
    have e1 : ((s + 1 : ℝ) : ℂ) - 1 = (s : ℂ) := by
      push_cast
      ring
    have e2 : 1 - (x : ℂ) = ((1 - x : ℝ) : ℂ) := by simp
    rw [e1, e2, norm_mul, Complex.norm_cpow_eq_rpow_re_of_pos hx.1,
      Complex.norm_cpow_eq_rpow_re_of_pos (sub_pos.2 hx.2), Complex.ofReal_re,
      Real.mul_rpow hx.1.le (sub_pos.2 hx.2).le]
```

For the moments, `hcongr` rewrites \(\psi^2E_L^p\) as \((x(1-x))^{2-p}\) inside the box. What remains is the equivalence of \(-1<2-p\) and \(p<3\). The constant factor \(30\) that would normalise the weight has no effect on integrability.

```lean
/-- The `ψ²`-weighted moment of real order `p` of the local energy is integrable exactly
when `p < 3`. -/
theorem moment_integrable_iff (p : ℝ) :
    IntegrableOn (fun x => trial x ^ 2 * localEnergy trial x ^ p) (Ioo 0 1) ↔ p < 3 := by
  have hcongr : EqOn (fun x => trial x ^ 2 * localEnergy trial x ^ p)
      (fun x : ℝ => (x * (1 - x)) ^ (2 - p)) (Ioo 0 1) := fun x hx => by
    have hq : 0 < x * (1 - x) := mul_pos hx.1 (sub_pos.2 hx.2)
    change trial x ^ 2 * localEnergy trial x ^ p = (x * (1 - x)) ^ (2 - p)
    rw [(localEnergy_trial hx).1, one_div, Real.inv_rpow hq.le, Real.rpow_sub hq,
      Real.rpow_two, div_eq_mul_inv, trial]
  rw [integrableOn_congr_fun hcongr measurableSet_Ioo, integrableOn_rpow_iff]
  constructor <;> intro h <;> linarith
```

The cases \(p=0,1,2\) also matter for the earlier averages. Lean assigns the value \(0\) to the integral of a non-integrable function, and these cases confirm that the mean and the variance come from convergent integrals.

## The combined statement

The last theorem collects the formula for the local energy, the mean, its position above \(\pi^2/2\), the variance and the failure of the third moment. The word "node" in its name refers to the zeros at the walls; this trial function has no zero inside the box. The comparison with \(\pi^2/2\) uses the bound \(\pi<3.15\). The final part applies the moment criterion at \(p=3\), where integrability would require \(3<3\); the call to `Real.rpow_ofNat` identifies the real power \(3\) with the ordinary cube.

```lean
/-- For the trial function `x (1 - x)` in the box, the local energy is `1 / (x (1 - x))`,
its weighted mean is `5`, above `π²/2`, its variance is `5`, and its third moment is not
integrable. -/
theorem heavy_tail_at_node :
    (∀ x ∈ Ioo (0 : ℝ) 1, localEnergy trial x = 1 / (x * (1 - x))) ∧
    vmcMean trial (localEnergy trial) = 5 ∧
    Real.pi ^ 2 / 2 < vmcMean trial (localEnergy trial) ∧
    energyVariance trial = 5 ∧
    ¬ IntegrableOn (fun x => trial x ^ 2 * localEnergy trial x ^ 3) (Ioo 0 1) := by
  obtain ⟨hm, hv⟩ := mean_and_variance
  refine ⟨fun x hx => (localEnergy_trial hx).1, hm, ?_, hv, fun h => ?_⟩
  · rw [hm]
    nlinarith [Real.pi_pos, Real.pi_lt_d2]
  · exact lt_irrefl (3 : ℝ)
      ((moment_integrable_iff 3).1 (by simpa only [Real.rpow_ofNat] using h))

end

end LocalEnergyHeavyTail
```

```lean
#print axioms LocalEnergyHeavyTail.sine_eigenfunction
#print axioms LocalEnergyHeavyTail.mean_and_variance
#print axioms LocalEnergyHeavyTail.heavy_tail_at_node
```

```
'LocalEnergyHeavyTail.sine_eigenfunction' depends on axioms: [propext, Classical.choice, Quot.sound]
'LocalEnergyHeavyTail.mean_and_variance' depends on axioms: [propext, Classical.choice, Quot.sound]
'LocalEnergyHeavyTail.heavy_tail_at_node' depends on axioms: [propext, Classical.choice, Quot.sound]
```
